# A single differentiable orbital has $\tau-\tau_W=|\mathbf j|^2/(2n)$ wherever it is nonzero

Many meta-GGA functionals evaluate the difference $\tau-\tau_W$ at each grid point, between the kinetic energy density and its von Weizsäcker form, and read a zero as the sign of a region described by one orbital. A complex orbital that carries a current fails this test although it is a single orbital. A calculation that allows such orbitals can subtract $|\mathbf j|^2/(2n)$ from $\tau$ before applying the test, where $n$ is the density and $\mathbf j$ the paramagnetic current density, in atomic units. This step rests on the identity in the title, proved here for one occupied scalar orbital without a magnetic field. For orbitals of the form $(x+iy)^m f$ with real $f$, the subtracted term is then found explicitly.

## The densities of one orbital

```lean
import Mathlib

open ComplexConjugate

namespace CurrentKineticEnergyDensity

noncomputable section
```

The first line loads the mathematical library Mathlib. The second makes the notation `conj` available for the complex conjugate, written $\psi^*$ below.

```lean
/-- Points of three-dimensional space in Cartesian coordinates. -/
abbrev Space := Fin 3 → ℝ
```

A point $\mathbf r$ is a triple of real numbers. Lean counts from zero, so $x=r_0$, $y=r_1$ and $z=r_2$, and the index $i$ runs over $0,1,2$ throughout.

```lean
/-- The Cartesian components of the gradient of a real or complex field. -/
def grad {F : Type*} [NormedAddCommGroup F] [NormedSpace ℝ F]
    (g : Space → F) (r : Space) (i : Fin 3) : F :=
  fderiv ℝ g r (Pi.single i 1)
```

This is the partial derivative $\partial_i g(\mathbf r)$. `fderiv ℝ g r` is the derivative of $g$ at $\mathbf r$ as a linear map, and `Pi.single i 1` is the Cartesian unit vector along $i$ to which it is applied. The letter `F` lets one definition serve both real fields, such as $n$, and complex ones, such as $\psi$.

```lean
/-- The density `n = |ψ|²` of one occupied orbital. -/
def density (ψ : Space → ℂ) (r : Space) : ℝ := Complex.normSq (ψ r)
```

The density is $n=|\psi|^2$, since `Complex.normSq` is the squared modulus. There is one orbital with occupation one and no spin index. Normalisation is not required: multiplying $\psi$ by a constant $c$ multiplies both sides of the identity by $|c|^2$.

```lean
/-- The paramagnetic current density `j = Im (ψ* ∇ψ)`, in atomic units. -/
def current (ψ : Space → ℂ) (r : Space) (i : Fin 3) : ℝ :=
  (conj (ψ r) * grad ψ r i).im
```

The current is $j_i=\operatorname{Im}(\psi^*\partial_i\psi)$, in atomic units. It is the paramagnetic current; no vector potential enters.

```lean
/-- The kinetic energy density `τ = |∇ψ|² / 2`. -/
def tau (ψ : Space → ℂ) (r : Space) : ℝ :=
  (∑ i, Complex.normSq (grad ψ r i)) / 2
```

This is $\tau=\tfrac12\sum_i|\partial_i\psi|^2$, the positive form of the kinetic energy density, without a Laplacian term.

```lean
/-- The von Weizsäcker kinetic energy density `τ_W = |∇n|² / (8 n)`. -/
def tauW (ψ : Space → ℂ) (r : Space) : ℝ :=
  (∑ i, grad (density ψ) r i ^ 2) / (8 * density ψ r)
```

This is $\tau_W=\sum_i(\partial_i n)^2/(8n)$. The gradient is taken of the density computed from $\psi$, so $n$ and $\tau_W$ are not independent inputs. At a node the quotient is undefined in ordinary mathematics and Lean assigns it the value zero, so the theorems about $\tau_W$ assume that the orbital is nonzero at the point.

## The current accounts for the whole difference

```lean
/-- Where the orbital is differentiable, the gradient of the density is `∇n = 2 Re (ψ* ∇ψ)`. -/
theorem grad_density {ψ : Space → ℂ} {r : Space} (h : DifferentiableAt ℝ ψ r) (i : Fin 3) :
    grad (density ψ) r i = 2 * (conj (ψ r) * grad ψ r i).re := by
  have hre : HasFDerivAt (fun s => (ψ s).re) (Complex.reCLM.comp (fderiv ℝ ψ r)) r :=
    Complex.reCLM.hasFDerivAt.comp r h.hasFDerivAt
  have him : HasFDerivAt (fun s => (ψ s).im) (Complex.imCLM.comp (fderiv ℝ ψ r)) r :=
    Complex.imCLM.hasFDerivAt.comp r h.hasFDerivAt
  -- product rule for n = (Re ψ)² + (Im ψ)²
  have hd : HasFDerivAt (density ψ) _ r := (hre.mul hre).add (him.mul him)
  unfold grad
  rw [hd.fderiv]
  simp
  ring
```

A theorem in Lean lists its hypotheses first, then its statement after the colon, then its proof after `:= by`. Here the hypothesis `h` says that $\psi$ is differentiable at $\mathbf r$ as a function of real coordinates, and the conclusion is
$$\partial_i n=2\operatorname{Re}(\psi^*\partial_i\psi).$$

By hand, write $\psi=u+iv$ with real $u$ and $v$. Then $n=u^2+v^2$ and $\partial_i n=2(u\,\partial_i u+v\,\partial_i v)$. The bracket is the real part of $(u-iv)(\partial_i u+i\,\partial_i v)$.

The proof takes the same path. `hre` and `him` give the derivatives of $u$ and $v$, and `hd` applies the product rule to $u\cdot u+v\cdot v$. The closing `simp` and `ring` carry out the algebra.

```lean
/-- For a single orbital, wherever it is differentiable and nonzero, the kinetic energy density
exceeds the von Weizsäcker one by `|j|² / (2 n)`. -/
theorem tau_sub_tauW {ψ : Space → ℂ} {r : Space} (h : DifferentiableAt ℝ ψ r)
    (h0 : ψ r ≠ 0) :
    tau ψ r - tauW ψ r = (∑ i, current ψ r i ^ 2) / (2 * density ψ r) := by
  have hn : density ψ r ≠ 0 := fun h' => h0 (Complex.normSq_eq_zero.mp h')
  -- split |ψ* ∂ψ|² into its real and imaginary parts
  have key : ∀ i, Complex.normSq (grad ψ r i) =
      ((conj (ψ r) * grad ψ r i).re ^ 2 + current ψ r i ^ 2) / density ψ r := by
    intro i
    rw [eq_div_iff hn]
    simp only [density, current, Complex.normSq_apply, Complex.mul_re, Complex.mul_im,
      Complex.conj_re, Complex.conj_im]
    ring
  simp only [tau, tauW, key, grad_density h, Fin.sum_univ_three]
  field_simp
  ring
```

This is the general identity. At a point where $\psi$ is differentiable and nonzero,
$$\tau-\tau_W=\frac{\sum_i j_i^2}{2n}.$$

Set $a_i=\operatorname{Re}(\psi^*\partial_i\psi)$, so that $\psi^*\partial_i\psi=a_i+i\,j_i$, where the $i$ multiplying $j_i$ is the imaginary unit. Taking squared moduli gives
$$n\,|\partial_i\psi|^2=a_i^2+j_i^2 .$$
Dividing by $2n$ and summing over the three directions gives the first density; the previous theorem, $\partial_i n=2a_i$, gives the second:
$$\tau=\sum_i\frac{a_i^2+j_i^2}{2n},\qquad \tau_W=\sum_i\frac{4a_i^2}{8n}=\sum_i\frac{a_i^2}{2n}.$$
The terms in $a_i^2$ cancel in the difference.

In the Lean proof, `hn` turns $\psi(\mathbf r)\neq0$ into $n\neq0$, and `key` is the split of $|\partial_i\psi|^2$. The `simp only` line inserts `key` and `grad_density` into the definitions. Then `field_simp` clears the denominators and `ring` confirms the cancellation.

With several occupied orbitals, $\tau-\tau_W$ generally contains further contributions, and two-component spinors would need their own definitions of these densities.

```lean
/-- Where a single orbital is differentiable and nonzero, its kinetic energy density equals the von
Weizsäcker one exactly when its current density is zero there. -/
theorem tau_eq_tauW_iff {ψ : Space → ℂ} {r : Space} (h : DifferentiableAt ℝ ψ r)
    (h0 : ψ r ≠ 0) : tau ψ r = tauW ψ r ↔ ∀ i, current ψ r i = 0 := by
  have hn : 2 * density ψ r ≠ 0 :=
    mul_ne_zero two_ne_zero fun h' => h0 (Complex.normSq_eq_zero.mp h')
  rw [← sub_eq_zero, tau_sub_tauW h h0, div_eq_zero_iff, or_iff_left hn,
    Finset.sum_eq_zero_iff_of_nonneg (fun i _ => sq_nonneg _)]
  simp
```

At such a point, $\tau=\tau_W$ holds exactly when all three components of the current vanish. The symbol `↔` means "if and only if", and `∀ i` means "for every $i$".

The argument is short. The two densities are equal when their difference is zero. By the identity this means $\sum_i j_i^2=0$, because the denominator $2n$ is not zero. A sum of squares of real numbers vanishes only if each term does. The chain of rewrites in the proof makes these steps in this order.

```lean
/-- A real orbital has `τ = τ_W` wherever it is differentiable and nonzero. -/
theorem real_orbital_tau {g : Space → ℝ} {r : Space} (hg : DifferentiableAt ℝ g r)
    (h0 : g r ≠ 0) : tau (fun s => (g s : ℂ)) r = tauW (fun s => (g s : ℂ)) r := by
  have hG : HasFDerivAt (fun s => (g s : ℂ)) (Complex.ofRealCLM.comp (fderiv ℝ g r)) r :=
    Complex.ofRealCLM.hasFDerivAt.comp r hg.hasFDerivAt
  refine (tau_eq_tauW_iff hG.differentiableAt (Complex.ofReal_ne_zero.mpr h0)).mpr ?_
  intro i
  unfold current grad
  rw [hG.fderiv]
  simp
```

For a real orbital $g$, both $g$ and $\partial_i g$ are real, so $\psi^*\partial_i\psi$ has no imaginary part and the current is zero. The previous theorem then gives $\tau=\tau_W$ wherever $g$ is differentiable and nonzero. The expression `(g s : ℂ)` regards the real number $g(\mathbf s)$ as a complex one, and `hG` says that the derivative carries over.

## Orbitals that wind around an axis

```lean
/-- The complex coordinate `x + i y` in the plane perpendicular to the axis, as a linear map. -/
def planar : Space →L[ℝ] ℂ :=
  Complex.ofRealCLM.comp (ContinuousLinearMap.proj (R := ℝ) (φ := fun _ : Fin 3 => ℝ) 0) +
  Complex.I •
    Complex.ofRealCLM.comp (ContinuousLinearMap.proj (R := ℝ) (φ := fun _ : Fin 3 => ℝ) 1)
```

Write $\zeta=x+iy$. The definition builds $\zeta$ as a linear map from space to the complex numbers, out of the projections onto coordinates $0$ and $1$. A linear map is its own derivative, which saves work later.

```lean
/-- The planar coordinate is `x + i y`. -/
theorem planar_apply (s : Space) : planar s = (s 0 : ℂ) + Complex.I * (s 1 : ℂ) := by
  simp [planar]
```

This confirms the formula $\zeta(\mathbf s)=s_0+i\,s_1$.

```lean
/-- The squared modulus of the planar coordinate is `x² + y²`. -/
theorem normSq_planar (s : Space) : Complex.normSq (planar s) = s 0 ^ 2 + s 1 ^ 2 := by
  rw [planar_apply, Complex.normSq_apply]
  simp
  ring
```

The squared modulus is $|\zeta|^2=x^2+y^2$, written $\rho^2$ from here on. The condition $\zeta\neq0$ therefore says that the point lies off the $z$ axis.

```lean
/-- The orbital `(x + i y)^m f` with integer `m` and a real factor `f`. -/
def vortex (m : ℤ) (f : Space → ℝ) (s : Space) : ℂ := planar s ^ m * (f s : ℂ)
```

The orbital is $\psi=\zeta^m f$, with an integer $m$ of either sign and a real function $f$ of all three coordinates. If $f$ depends only on $\rho$ and $z$, this is an eigenfunction of $L_z$ with eigenvalue $m$ (with $\hbar=1$), but the theorems do not need that symmetry. A familiar orbital $(x-iy)g$ is covered by $m=-1$ and $f=\rho^2 g$.

```lean
/-- Off the axis, where `f` is differentiable, the orbital `(x + i y)^m f` is differentiable too,
with gradient given by the product rule. -/
theorem grad_vortex (m : ℤ) {f : Space → ℝ} {r : Space} (hf : DifferentiableAt ℝ f r)
    (hr : planar r ≠ 0) : DifferentiableAt ℝ (vortex m f) r ∧
    ∀ i, grad (vortex m f) r i =
      vortex m f r * ((m : ℂ) * (planar (Pi.single i 1) / planar r)) +
        planar r ^ m * ((grad f r i : ℝ) : ℂ) := by
  have hF : HasFDerivAt (fun s => (f s : ℂ)) (Complex.ofRealCLM.comp (fderiv ℝ f r)) r :=
    Complex.ofRealCLM.hasFDerivAt.comp r hf.hasFDerivAt
  have hz : HasFDerivAt (fun s => planar s ^ m) _ r :=
    ((hasDerivAt_zpow m (planar r) (Or.inl hr)).hasFDerivAt.restrictScalars ℝ).comp r
      planar.hasFDerivAt
  have hp : HasFDerivAt (vortex m f) _ r := hz.mul hF
  refine ⟨hp.differentiableAt, fun i => ?_⟩
  unfold grad
  rw [hp.fderiv]
  simp [vortex, zpow_sub_one₀ hr]
  ring
```

The theorem has two parts joined by `∧`, "and". Off the axis, where $f$ is differentiable, $\psi$ is differentiable too, and
$$\partial_i\psi=\psi\,m\,\frac{\zeta_i}{\zeta}+\zeta^m\,\partial_i f .$$
Here $\zeta_i=\partial_i\zeta$ has the values $1,\,i,\,0$ for the three directions; in the code it is `planar (Pi.single i 1)`.

By hand this is the product rule with $\partial_i\zeta^m=m\,\zeta^{m-1}\zeta_i$, followed by $\zeta^{m-1}=\zeta^m/\zeta$. In the proof, `hF` differentiates $f$, `hz` differentiates the power by the chain rule, and `hp` combines them. The assumption $\zeta\neq0$ makes negative powers differentiable.

```lean
/-- Off the axis, where `f` is differentiable, the current density of `(x + i y)^m f` is `j = m n
(-y, x, 0) / (x² + y²)`. -/
theorem current_vortex (m : ℤ) {f : Space → ℝ} {r : Space} (hf : DifferentiableAt ℝ f r)
    (hr : planar r ≠ 0) (i : Fin 3) :
    current (vortex m f) r i =
      m * density (vortex m f) r / (r 0 ^ 2 + r 1 ^ 2) * (![-r 1, r 0, 0] : Space) i := by
  -- the gradient of the real factor contributes only a real number to ψ* ∇ψ
  have key : conj (vortex m f r) * grad (vortex m f) r i =
      ((density (vortex m f) r * m : ℝ) : ℂ) * (planar (Pi.single i 1) / planar r) +
        ((Complex.normSq (planar r ^ m) * f r * grad f r i : ℝ) : ℂ) := by
    rw [(grad_vortex m hf hr).2 i]
    simp only [density, vortex, Complex.ofReal_mul, Complex.ofReal_intCast,
      Complex.normSq_eq_conj_mul_self]
    generalize planar r ^ m = Z
    simp only [map_mul, Complex.conj_ofReal]
    ring
  have him : (planar (Pi.single i 1) / planar r).im =
      (![-r 1, r 0, 0] : Space) i / (r 0 ^ 2 + r 1 ^ 2) := by
    rw [Complex.div_im, normSq_planar, planar_apply, planar_apply]
    fin_cases i <;> simp
    ring
  unfold current
  rw [key, Complex.add_im, Complex.im_ofReal_mul, Complex.ofReal_im, him]
  ring
```

The current circulates around the axis when $m\neq0$ and vanishes when $m=0$:
$$\mathbf j=\frac{m\,n}{\rho^2}\,(-y,\;x,\;0).$$

Multiply the gradient by $\psi^*$:
$$\psi^*\partial_i\psi=n\,m\,\frac{\zeta_i}{\zeta}+|\zeta^m|^2 f\,\partial_i f .$$
The second term is real and drops out of the current. For the first, use $1/\zeta=(x-iy)/\rho^2$:

- for $i=0$, $\operatorname{Im}(1/\zeta)=-y/\rho^2$;
- for $i=1$, $i/\zeta=(y+ix)/\rho^2$, with imaginary part $x/\rho^2$;
- for $i=2$, the term is zero.

The intermediate result `key` is the displayed equation, and `him` collects the three imaginary parts. There, `fin_cases i` splits the claim into the three directions. The notation `![-r 1, r 0, 0]` is the vector $(-y,x,0)$.

```lean
/-- Off the axis, where `f` is differentiable and nonzero, the orbital `(x + i y)^m f` has `τ - τ_W
= m² n / (2 (x² + y²))`. -/
theorem vortex_excess (m : ℤ) {f : Space → ℝ} {r : Space} (hf : DifferentiableAt ℝ f r)
    (h0 : f r ≠ 0) (hr : r 0 ^ 2 + r 1 ^ 2 ≠ 0) :
    tau (vortex m f) r - tauW (vortex m f) r =
      m ^ 2 * density (vortex m f) r / (2 * (r 0 ^ 2 + r 1 ^ 2)) := by
  have hp : planar r ≠ 0 := fun h => hr (by rw [← normSq_planar, h, map_zero])
  have hv : vortex m f r ≠ 0 := mul_ne_zero (zpow_ne_zero m hp) (Complex.ofReal_ne_zero.mpr h0)
  have hn : density (vortex m f) r ≠ 0 := fun h => hv (Complex.normSq_eq_zero.mp h)
  rw [tau_sub_tauW (grad_vortex m hf hp).1 hv]
  -- the azimuthal vector (-y, x, 0) has squared length x² + y²
  have hs : ∑ i, current (vortex m f) r i ^ 2 =
      (m * density (vortex m f) r / (r 0 ^ 2 + r 1 ^ 2)) ^ 2 * (r 0 ^ 2 + r 1 ^ 2) := by
    simp only [current_vortex m hf hp, Fin.sum_univ_three]
    simp
    ring
  rw [hs]
  field_simp
```

Off the axis, and where $f$ is differentiable and nonzero,
$$\tau-\tau_W=\frac{m^2\,n}{2\rho^2}.$$

The vector $(-y,x,0)$ has squared length $\rho^2$, so
$$\sum_i j_i^2=\Big(\frac{m\,n}{\rho^2}\Big)^2\rho^2=\frac{m^2n^2}{\rho^2}.$$
Division by $2n$ gives the result. The proof first shows that $\zeta$, $\psi$ and $n$ are nonzero (`hp`, `hv`, `hn`), then applies the general identity. The step `hs` is the sum just displayed.

The simplest case is $m=0$. The orbital is then the real function $f$, and the formula gives zero, in agreement with the theorem on real orbitals.

```lean
/-- For `(x + i y) f` with real `f`, off the axis and where `f` is differentiable and nonzero, `τ -
τ_W = |j|² / (2 n) = f² / 2`. -/
theorem unit_vortex_excess {f : Space → ℝ} {r : Space} (hf : DifferentiableAt ℝ f r)
    (h0 : f r ≠ 0) (hr : r 0 ^ 2 + r 1 ^ 2 ≠ 0) {ψ : Space → ℂ}
    (hψ : ψ = fun s => ((s 0 : ℂ) + Complex.I * (s 1 : ℂ)) * (f s : ℂ)) :
    tau ψ r - tauW ψ r = (∑ i, current ψ r i ^ 2) / (2 * density ψ r) ∧
      (∑ i, current ψ r i ^ 2) / (2 * density ψ r) = f r ^ 2 / 2 := by
  have e : ψ = vortex 1 f := by
    rw [hψ]
    funext s
    rw [vortex, zpow_one, planar_apply]
  have hp : planar r ≠ 0 := fun h => hr (by rw [← normSq_planar, h, map_zero])
  have hv : vortex 1 f r ≠ 0 := mul_ne_zero (zpow_ne_zero 1 hp) (Complex.ofReal_ne_zero.mpr h0)
  have hd : density (vortex 1 f) r = (r 0 ^ 2 + r 1 ^ 2) * f r ^ 2 := by
    rw [density, vortex, zpow_one, Complex.normSq_mul, normSq_planar, Complex.normSq_ofReal]
    ring
  have h1 := tau_sub_tauW (grad_vortex 1 hf hp).1 hv
  have h2 : tau (vortex 1 f) r - tauW (vortex 1 f) r = f r ^ 2 / 2 := by
    rw [vortex_excess 1 hf h0 hr, hd, Int.cast_one]
    field_simp
  rw [e]
  exact ⟨h1, h1.symm.trans h2⟩

end

end CurrentKineticEnergyDensity
```

The last theorem takes $m=1$ and writes the orbital out as $\psi=(x+iy)f$ in the hypothesis `hψ`. Under the same conditions on the point and on $f$, it states two equalities:
$$\tau-\tau_W=\frac{\sum_i j_i^2}{2n}\qquad\text{and}\qquad\frac{\sum_i j_i^2}{2n}=\frac{f^2}{2}.$$

The first is the general identity. For the second, $n=\rho^2f^2$, so the excess $n/(2\rho^2)$ becomes $f^2/2$. In the proof, `e` identifies the written-out orbital with `vortex 1 f`, `hd` is the formula for $n$, and `h1` and `h2` are the two evaluations of $\tau-\tau_W$. The final line joins them.

The behaviour near the axis follows by taking a limit by hand, a step that is not among the theorems. If $f$ is continuous and nonzero on the axis, the density falls to zero as $\rho^2f^2$ when $\rho\to0$, while $\tau-\tau_W$ tends to the finite value $f^2/2$. The single-orbital test without the current term therefore fails even where this orbital has almost no density.

```lean
#print axioms CurrentKineticEnergyDensity.real_orbital_tau
#print axioms CurrentKineticEnergyDensity.unit_vortex_excess
```

```
'CurrentKineticEnergyDensity.real_orbital_tau' depends on axioms: [propext, Classical.choice, Quot.sound]
'CurrentKineticEnergyDensity.unit_vortex_excess' depends on axioms: [propext, Classical.choice, Quot.sound]
```
